# Metropolis swaps and Boltzmann-preserving replica moves keep the product Boltzmann law on a finite configuration space

Take two replicas $i$ and $j$ at inverse temperatures $\beta_i>\beta_j$, and two configurations $s$ and $t$ with energies $U(s)=0$ and $U(t)=\varepsilon>0$. Let $Z_i$ and $Z_j$ be the two partition functions. With $s$ in the cold replica $i$ and $t$ in the hot replica $j$, the joint probability is $e^{-\beta_j\varepsilon}/(Z_iZ_j)$. After an exchange it is $e^{-\beta_i\varepsilon}/(Z_iZ_j)$, which is smaller.

The Metropolis rule accepts the exchange that puts $t$ in the cold replica with probability $e^{-(\beta_i-\beta_j)\varepsilon}$, and always accepts the reverse. The two flows are then equal:

$$\frac{e^{-\beta_j\varepsilon}}{Z_iZ_j}\,e^{-(\beta_i-\beta_j)\varepsilon}=\frac{e^{-\beta_i\varepsilon}}{Z_iZ_j}\cdot 1 .$$

The same cancellation works for any finite number of replicas and configurations.

## Replicas, weights and moves

The finite type `ι` labels the replicas and the finite type `S` holds the configurations. A joint state is a function `x : ι → S`, written $x=(x_k)$ below.

In Lean 4 with Mathlib:

```lean
import Mathlib

open Finset

namespace ReplicaExchange

noncomputable section

variable {ι S : Type*} [Fintype ι] [DecidableEq ι] [Fintype S]
```

All replicas share one energy function $U:S\to\mathbb R$. The partition function at inverse temperature $b$ is $Z(b)=\sum_s e^{-bU(s)}$. Here $b$ is any real number, with Boltzmann's constant absorbed into it.

```lean
/-- The partition function at inverse temperature `b`. -/
def partitionFn (U : S → ℝ) (b : ℝ) : ℝ := ∑ s, Real.exp (-b * U s)
```

The normalised Boltzmann law is $p_b(s)=e^{-bU(s)}/Z(b)$.

```lean
/-- The Boltzmann law at inverse temperature `b` on a nonempty finite configuration space. -/
def boltzmann (U : S → ℝ) (b : ℝ) (s : S) : ℝ := Real.exp (-b * U s) / partitionFn U b
```

Replica $k$ has inverse temperature $\beta_k$, and the joint law is that of independent replicas, $\pi(x)=\prod_k p_{\beta_k}(x_k)$.

```lean
/-- The joint law of independent replicas, replica `k` having inverse temperature `β k`. -/
def joint (U : S → ℝ) (β : ι → ℝ) (x : ι → S) : ℝ := ∏ k, boltzmann U (β k) (x k)
```

An exchange moves configurations and leaves each temperature with its replica. Write $\sigma x$ for the state in which $x_i$ and $x_j$ have traded places.

```lean
/-- The joint state after replicas `i` and `j` have traded configurations. -/
def exchange (i j : ι) (x : ι → S) : ι → S := fun k => x (Equiv.swap i j k)
```

Set $\Delta(x)=(\beta_i-\beta_j)(U(x_i)-U(x_j))$. The exchange is accepted with probability $A(x)=\min(1,e^{\Delta(x)})$.

```lean
/-- The Metropolis probability of accepting the exchange of replicas `i` and `j`. -/
def accept (U : S → ℝ) (β : ι → ℝ) (i j : ι) (x : ι → S) : ℝ :=
  min 1 (Real.exp ((β i - β j) * (U (x i) - U (x j))))
```

A rejected exchange leaves the state where it was, so the transition probability from $x$ to $y$ is
$$K(x,y)=A(x)\,[y=\sigma x]+(1-A(x))\,[y=x],$$
where a bracket is 1 if its condition holds and 0 otherwise. If $\sigma x=x$, the two terms add up to 1 at $y=x$.

```lean
/-- The swap move: exchange `i` and `j` if accepted, otherwise stay. -/
def swapKernel [DecidableEq S] (U : S → ℝ) (β : ι → ℝ) (i j : ι) : Matrix (ι → S) (ι → S) ℝ :=
  fun x y => accept U β i j x * (if y = exchange i j x then 1 else 0)
    + (1 - accept U β i j x) * (if y = x then 1 else 0)
```

Between swaps the replicas evolve independently. If replica $k$ moves with kernel $P_k$, the joint kernel is $\prod_k P_k(x_k,y_k)$.

```lean
/-- All replicas move independently, replica `k` with the kernel `P k`. -/
def productKernel (P : ι → Matrix S S ℝ) : Matrix (ι → S) (ι → S) ℝ :=
  fun x y => ∏ k, P k (x k) (y k)
```

Kernels are real matrices whose rows are indexed by the starting state. A Markov kernel has nonnegative entries and rows that sum to one.

```lean
/-- A Markov kernel: nonnegative transition probabilities with unit row sums. -/
def IsMarkov {X : Type*} [Fintype X] (K : Matrix X X ℝ) : Prop :=
  (∀ x y, 0 ≤ K x y) ∧ ∀ x, ∑ y, K x y = 1
```

A law $p$ is invariant under $K$ when $\sum_x p(x)K(x,y)=p(y)$ for every $y$. The law multiplies from the left, so in a matrix product $KL$ the move $K$ is made first.

```lean
/-- The law `p` is unchanged by one step of `K`. -/
def Preserves {X : Type*} [Fintype X] (K : Matrix X X ℝ) (p : X → ℝ) : Prop :=
  ∀ y, ∑ x, p x * K x y = p y
```

Detailed balance is the pairwise condition $p(x)K(x,y)=p(y)K(y,x)$. For a Markov kernel it implies invariance, as shown below.

```lean
/-- Detailed balance of `K` with respect to `p`. -/
def Reversible {X : Type*} (K : Matrix X X ℝ) (p : X → ℝ) : Prop :=
  ∀ x y, p x * K x y = p y * K y x
```

Two kinds of elementary move are allowed: a Metropolis swap of any two replicas, adjacent in temperature or not, and a sweep in which every $P_k$ is Markov and preserves $p_{\beta_k}$. That preservation is assumed of the single-replica dynamics. It stands for a correct canonical sampler at each temperature, such as a Metropolis Monte Carlo step. A replica that should rest during a sweep is given the identity kernel.

```lean
/-- The elementary moves: a Metropolis swap of two replicas, or independent moves of all
replicas by Markov kernels that preserve their own Boltzmann laws. -/
inductive Move [DecidableEq S] (U : S → ℝ) (β : ι → ℝ) : Matrix (ι → S) (ι → S) ℝ → Prop
  | swap (i j : ι) : Move U β (swapKernel U β i j)
  | sweep (P : ι → Matrix S S ℝ) (hM : ∀ k, IsMarkov (P k))
      (hP : ∀ k, Preserves (P k) (boltzmann U (β k))) : Move U β (productKernel P)
```

## Two facts about sums

For nonempty $S$, $Z(b)$ is a nonempty sum of positive terms and hence positive. Each $p_b(s)$ is therefore positive, and $\sum_s p_b(s)=Z(b)/Z(b)=1$.

```lean
/-- On a nonempty finite configuration space the Boltzmann law is positive and sums to one. -/
theorem boltzmann_prob [Nonempty S] (U : S → ℝ) (b : ℝ) :
    (∀ s, 0 < boltzmann U b s) ∧ ∑ s, boltzmann U b s = 1 := by
  have hZ : 0 < partitionFn U b := sum_pos (fun s _ => Real.exp_pos _) univ_nonempty
  refine ⟨fun s => div_pos (Real.exp_pos _) hZ, ?_⟩
  simp only [boltzmann]
  rw [← sum_div]
  exact div_self hZ.ne'
```

A sum over joint states of a product of single-replica terms factorises. For two replicas this is $\sum_{s,t}f_1(s)f_2(t)=\big(\sum_s f_1(s)\big)\big(\sum_t f_2(t)\big)$, and in general
$$\sum_x\prod_k f_k(x_k)=\prod_k\sum_s f_k(s).$$

```lean
/-- A sum over joint states of a product of single-replica terms factorises. -/
theorem sum_prod_replicas (f : ι → S → ℝ) :
    ∑ x : ι → S, ∏ k, f k (x k) = ∏ k, ∑ s, f k s := by
  rw [prod_univ_sum, Fintype.piFinset_univ]
```

## Detailed balance of the swap

The exponent of $\pi(x)$ is $-\sum_k\beta_kU(x_k)$. For $i\ne j$ an exchange alters only two of its terms, and the change is
$$-\beta_iU(x_j)-\beta_jU(x_i)+\beta_iU(x_i)+\beta_jU(x_j)=\Delta(x).$$
The denominator $\prod_kZ(\beta_k)$ stays the same, so $\pi(\sigma x)=\pi(x)\,e^{\Delta(x)}$. For $i=j$ nothing moves and $\Delta=0$.

```lean
/-- Exchanging replicas `i` and `j` multiplies the joint weight by
`exp ((β i - β j) (U (x i) - U (x j)))`. -/
theorem joint_exchange (U : S → ℝ) (β : ι → ℝ) (i j : ι) (x : ι → S) :
    joint U β (exchange i j x)
      = joint U β x * Real.exp ((β i - β j) * (U (x i) - U (x j))) := by
  -- only the terms of replicas i and j change in the exponent
  have h : ∑ k, -β k * U (exchange i j x k)
      = ∑ k, -β k * U (x k) + (β i - β j) * (U (x i) - U (x j)) := by
    by_cases hij : i = j
    · subst hij
      simp [exchange]
    · have key := Fintype.sum_eq_add
        (f := fun k => -β k * U (exchange i j x k) - -β k * U (x k)) i j hij (by
          rintro k ⟨hi, hj⟩
          simp [exchange, Equiv.swap_apply_of_ne_of_ne hi hj])
      simp only [sum_sub_distrib, exchange, Equiv.swap_apply_left,
        Equiv.swap_apply_right] at key
      simp only [exchange]
      linear_combination key
  simp only [joint, boltzmann, prod_div_distrib]
  rw [← Real.exp_sum, ← Real.exp_sum, h, Real.exp_add]
  ring
```

The step `h` is the statement about exponents. `Fintype.sum_eq_add` reduces the sum of differences to the terms of $i$ and $j$, and `linear_combination` does the algebra above. `Real.exp_sum` then turns the products of exponentials into exponentials of sums.

After the exchange the energy difference has the opposite sign, $\Delta(\sigma x)=-\Delta(x)$. Hence
$$\pi(\sigma x)A(\sigma x)=\pi(x)\,e^{\Delta(x)}\min(1,e^{-\Delta(x)})=\pi(x)\min(e^{\Delta(x)},1)=\pi(x)A(x).$$

```lean
/-- The accepted flow from a joint state to its exchanged partner equals the flow back. -/
theorem accept_balance (U : S → ℝ) (β : ι → ℝ) (i j : ι) (x : ι → S) :
    joint U β x * accept U β i j x
      = joint U β (exchange i j x) * accept U β i j (exchange i j x) := by
  have e : (β i - β j) * (U (x j) - U (x i)) = -((β i - β j) * (U (x i) - U (x j))) := by
    ring
  have h : accept U β i j (exchange i j x)
      = min 1 (Real.exp (-((β i - β j) * (U (x i) - U (x j))))) := by
    simp only [accept, exchange, Equiv.swap_apply_left, Equiv.swap_apply_right, e]
  rw [joint_exchange, h, mul_assoc, mul_min_of_nonneg _ _ (Real.exp_pos _).le,
    ← Real.exp_add, add_neg_cancel, Real.exp_zero, mul_one, min_comm]
  rfl
```

Since $0\le A(x)\le1$, the entries of the swap kernel are nonnegative, and each row sums to $A(x)+(1-A(x))=1$. Detailed balance between $x$ and $y$ has three cases:

- If $y=x$, both sides are the same expression.
- If $y=\sigma x\neq x$, the claim is the equality of flows just derived, because $\sigma\sigma x=x$.
- Otherwise both transition probabilities vanish, since $x=\sigma y$ would give $y=\sigma x$.

```lean
/-- The Metropolis swap is a Markov kernel in detailed balance with the joint law. -/
theorem swap_reversible [DecidableEq S] (U : S → ℝ) (β : ι → ℝ) (i j : ι) :
    IsMarkov (swapKernel U β i j) ∧ Reversible (swapKernel U β i j) (joint U β) := by
  refine ⟨⟨fun x y => ?_, fun x => ?_⟩, fun x y => ?_⟩
  · have h0 : 0 ≤ accept U β i j x := le_min zero_le_one (Real.exp_pos _).le
    have h1 : accept U β i j x ≤ 1 := min_le_left _ _
    simp only [swapKernel]
    split_ifs <;> linarith
  · simp [swapKernel, sum_add_distrib]
  · -- the exchange is its own inverse
    have inv : ∀ z : ι → S, exchange i j (exchange i j z) = z := fun z => by
      funext k
      simp [exchange]
    by_cases hyx : y = x
    · rw [hyx]
    have hxy : ¬ x = y := fun e => hyx e.symm
    by_cases h : y = exchange i j x
    · subst h
      simpa [swapKernel, inv, hyx, hxy] using accept_balance U β i j x
    · have h' : ¬ x = exchange i j y := fun e => h (by rw [e, inv])
      simp [swapKernel, hyx, hxy, h, h']
```

The two `by_cases` splits produce these three cases, and `inv` records that the exchange undoes itself.

## From single moves to a whole schedule

Summing detailed balance over the starting state gives invariance:
$$\sum_xp(x)K(x,y)=\sum_xp(y)K(y,x)=p(y)\sum_xK(y,x)=p(y).$$

```lean
/-- A Markov kernel in detailed balance with a law preserves that law. -/
theorem preserves_of_reversible {X : Type*} [Fintype X] {K : Matrix X X ℝ} {p : X → ℝ}
    (hK : IsMarkov K) (hR : Reversible K p) : Preserves K p := by
  intro y
  rw [sum_congr rfl (fun x _ => hR x y), ← mul_sum, hK.2 y, mul_one]
```

For a sweep, the factorised sum reduces the joint question to one question per replica:
$$\sum_x\prod_kp_{\beta_k}(x_k)P_k(x_k,y_k)=\prod_k\sum_sp_{\beta_k}(s)P_k(s,y_k)=\prod_kp_{\beta_k}(y_k)=\pi(y).$$
The row sums factorise in the same way into $\prod_k1=1$.

```lean
/-- Independent moves by Markov kernels that preserve each Boltzmann factor form a Markov
kernel that preserves the joint law. -/
theorem productKernel_preserves (U : S → ℝ) (β : ι → ℝ) (P : ι → Matrix S S ℝ)
    (hM : ∀ k, IsMarkov (P k)) (hP : ∀ k, Preserves (P k) (boltzmann U (β k))) :
    IsMarkov (productKernel P) ∧ Preserves (productKernel P) (joint U β) := by
  refine ⟨⟨fun x y => prod_nonneg fun k _ => (hM k).1 _ _, fun x => ?_⟩, fun y => ?_⟩
  · exact (sum_prod_replicas (fun k s => P k (x k) s)).trans
      (prod_eq_one fun k _ => (hM k).2 (x k))
  · simp only [joint, productKernel, ← prod_mul_distrib]
    exact (sum_prod_replicas (fun k s => boltzmann U (β k) s * P k s (y k))).trans
      (prod_congr rfl fun k _ => hP k (y k))
```

Now let a schedule be a finite list of moves, composed by matrix multiplication. The empty schedule is the identity matrix, which is Markov and preserves every law. For a first move $K$ followed by a remainder $L$ that is already known to preserve $\pi$,
$$\sum_x\pi(x)(KL)(x,y)=\sum_z\Big(\sum_x\pi(x)K(x,z)\Big)L(z,y)=\sum_z\pi(z)L(z,y)=\pi(y).$$
The entries of $KL$ are sums of nonnegative products, and its rows sum to one because those of $L$ and then those of $K$ do.

```lean
/-- Any finite composition of Metropolis swaps and independent replica moves, the latter by
Markov kernels preserving each Boltzmann factor, is a Markov kernel preserving the joint law. -/
theorem replica_exchange_invariant [DecidableEq S] (U : S → ℝ) (β : ι → ℝ)
    (l : List (Matrix (ι → S) (ι → S) ℝ)) (hl : ∀ K ∈ l, Move U β K) :
    IsMarkov l.prod ∧ Preserves l.prod (joint U β) := by
  induction l with
  | nil =>
    rw [List.prod_nil]
    refine ⟨⟨fun x y => ?_, fun x => ?_⟩, fun y => ?_⟩
    · rw [Matrix.one_apply]
      split_ifs <;> norm_num
    · simp [Matrix.one_apply]
    · simp [Matrix.one_apply]
  | cons K l ih =>
    have hL := ih fun K' h => hl K' (List.mem_cons_of_mem _ h)
    have hK : IsMarkov K ∧ Preserves K (joint U β) := by
      cases hl K List.mem_cons_self with
      | swap i j =>
        have h := swap_reversible U β i j
        exact ⟨h.1, preserves_of_reversible h.1 h.2⟩
      | sweep P hM hP => exact productKernel_preserves U β P hM hP
    rw [List.prod_cons]
    refine ⟨⟨fun x y => ?_, fun x => ?_⟩, fun y => ?_⟩
    · rw [Matrix.mul_apply]
      exact sum_nonneg fun z _ => mul_nonneg (hK.1.1 x z) (hL.1.1 z y)
    · simp only [Matrix.mul_apply]
      rw [sum_comm]
      simp only [← mul_sum, hL.1.2, mul_one]
      exact hK.1.2 x
    · -- propagate the law through K first, then through the remaining moves
      calc ∑ x, joint U β x * (K * l.prod) x y
          = ∑ z, (∑ x, joint U β x * K x z) * l.prod z y := by
            simp only [Matrix.mul_apply, mul_sum, sum_mul, mul_assoc]
            exact sum_comm
        _ = ∑ z, joint U β z * l.prod z y :=
            sum_congr rfl fun z _ => by rw [hK.2 z]
        _ = joint U β y := hL.2 y
```

In `replica_exchange_invariant`, the list `l` is the schedule, `hl` says that each entry is one of the two elementary moves, and `l.prod` is the composed kernel, with the head of the list acting first. The induction on `l` follows the argument above: `hK` treats the first move by its kind, `hL` is the induction hypothesis, and the closing `calc` block is the displayed computation.

For parallel tempering on a finite configuration space, this means that joint states drawn from $\pi$ are still distributed according to $\pi$ after any fixed schedule of such moves. The conclusion is invariance and not convergence: a schedule made only of swaps never creates a new configuration. Nor is detailed balance claimed for the composed kernel. The schedule is fixed in advance, so a rule that picks the pair to swap by looking at the current state needs a separate argument. Continuous coordinates lie beyond the finite setting, and a molecular dynamics integrator whose time-step error shifts the sampled law would fail the hypothesis on sweeps.

## Exchange without an acceptance test

Suppose every proposed exchange were accepted. Because $\sigma$ is its own inverse, the probability of $x$ after the move would be $\pi(\sigma x)$, so invariance means $\pi(\sigma x)=\pi(x)$ for all $x$. If $\beta_i=\beta_j$ or $U$ is constant, then $\Delta=0$ and this holds.

Conversely, let $\beta_i\neq\beta_j$ and take any configurations $s$ and $t$. Put $s$ in replica $i$ and $t$ in all the others. The weight of this state is positive and can be cancelled from $\pi(x)e^{\Delta(x)}=\pi(x)$, which leaves $e^{\Delta(x)}=1$. Therefore $(\beta_i-\beta_j)(U(s)-U(t))=0$, and so $U(s)=U(t)$.

```lean
/-- Exchanging replicas `i` and `j` without an acceptance test preserves the joint law exactly
when their temperatures agree or the energy is constant. -/
theorem unconditional_exchange_iff (U : S → ℝ) (β : ι → ℝ) (i j : ι) :
    (∀ x, joint U β (exchange i j x) = joint U β x) ↔ β i = β j ∨ ∀ s t, U s = U t := by
  constructor
  · intro h
    by_cases hb : β i = β j
    · exact Or.inl hb
    refine Or.inr fun s t => ?_
    have hij : j ≠ i := fun e => hb (by rw [e])
    have : Nonempty S := ⟨s⟩
    -- test the joint state with s in replica i and t elsewhere
    have hx := h (fun k => if k = i then s else t)
    rw [joint_exchange] at hx
    have hp : 0 < joint U β (fun k => if k = i then s else t) :=
      prod_pos fun k _ => (boltzmann_prob U (β k)).1 _
    have he := mul_left_cancel₀ hp.ne' (hx.trans (mul_one _).symm)
    rw [Real.exp_eq_one_iff] at he
    have he' : (β i - β j) * (U s - U t) = 0 := by simpa [hij] using he
    rcases mul_eq_zero.mp he' with h1 | h1
    · exact absurd (sub_eq_zero.mp h1) hb
    · exact sub_eq_zero.mp h1
  · rintro (h | h) x
    · rw [joint_exchange]
      simp [h]
    · rw [joint_exchange]
      simp [h (x i) (x j)]
```

## A single-replica kernel that qualifies

On a nonempty $S$, the heat-bath kernel meant here acts on the whole configuration: it forgets the current one and draws a new one from the Boltzmann law, $P(s,t)=p_b(t)$. The usual heat-bath update of a lattice model is a different kernel, which redraws one site with the others held fixed. The rows of the whole-configuration kernel $P$ sum to one, and
$$\sum_sp_b(s)\,p_b(t)=p_b(t).$$
Using it with $b=\beta_k$ in each replica $k$ gives a sweep that meets both conditions, whatever the temperatures are.

```lean
/-- On a nonempty finite configuration space the heat-bath kernel, which redraws the
configuration from the Boltzmann law, is Markov and preserves that law. -/
theorem heatBath_witness [Nonempty S] (U : S → ℝ) (b : ℝ) :
    IsMarkov (Matrix.of fun _ t : S => boltzmann U b t) ∧
      Preserves (Matrix.of fun _ t : S => boltzmann U b t) (boltzmann U b) := by
  have h := boltzmann_prob U b
  refine ⟨⟨fun _ t => (h.1 t).le, fun _ => h.2⟩, fun t => ?_⟩
  change ∑ s, boltzmann U b s * boltzmann U b t = boltzmann U b t
  rw [← sum_mul, h.2, one_mul]

end

end ReplicaExchange
```

```lean
#print axioms ReplicaExchange.replica_exchange_invariant
#print axioms ReplicaExchange.unconditional_exchange_iff
```

```
'ReplicaExchange.replica_exchange_invariant' depends on axioms: [propext, Classical.choice, Quot.sound]
'ReplicaExchange.unconditional_exchange_iff' depends on axioms: [propext, Classical.choice, Quot.sound]
```
